# For two distinct levels, continuing z inside the Fermi function keeps the bosonic Matsubara values of the bubble but removes its transition pole

Take inverse temperature β = 1 and two levels e₁ = ln 3 and e₂ = 0, with occupations 1/4 and 1/2. Compare

B(z) = (1/4 − 1/(exp(−z) + 1))/(z + ln 3),  R(z) = −(1/4)/(z + ln 3).

At z = 2πin with n an integer, exp(−z) = 1 and the two agree. At z = −ln 3 the numerator of B vanishes and B tends to −3/16, while R diverges. At z = iπ, exp(−z) = −1, so B diverges while R is regular.

## Levels, frequencies and the two continuations

In general e₁ and e₂ are real levels and β > 0 is a positive inverse temperature, with k_B = ħ = 1 and energies measured from the chemical potential. For real e, complex w and integers n, m,

f(e) = 1/(exp(βe) + 1),  F(w) = 1/(exp(βw) + 1),  ν_n = 2πn/β,  ω_m = (2m + 1)π/β,

B(z) = (f(e₁) − F(e₂ − z))/(z + e₁ − e₂),  R(z) = (f(e₁) − f(e₂))/(z + e₁ − e₂).

In Lean these are `occ`, `fermi`, `bosonic`, `fermionic`, `premature` and `continued`. For n ≠ 0 or e₁ ≠ e₂, B(iν_n) is the contour-integration value of the fermionic sum (1/β) Σ_m 1/((iω_m − e₁)(iω_m + iν_n − e₂)); that evaluation is background and enters no theorem, B being simply defined. For non-interacting electrons R is one transition's term in a response function, up to a matrix-element weight. For e₁ ≠ e₂ its pole lies at the level difference e₂ − e₁, which may have either sign (it is negative in the example above); for e₁ = e₂ the numerator vanishes and there is no pole.

```lean
import Mathlib

open Complex Filter Topology

namespace PrematureContinuation

noncomputable section

/-- Fermi occupation `f(e) = 1/(exp(βe)+1)` of a real level `e`. -/
def occ (β e : ℝ) : ℝ := 1 / (Real.exp (β * e) + 1)

/-- The Fermi function `1/(exp(βw)+1)` of a complex energy `w`. -/
def fermi (β : ℝ) (w : ℂ) : ℂ := 1 / (Complex.exp (β * w) + 1)

/-- Bosonic Matsubara frequency `ν_n = 2πn/β`. -/
def bosonic (β : ℝ) (n : ℤ) : ℝ := 2 * Real.pi * n / β

/-- Fermionic Matsubara frequency `ω_m = (2m+1)π/β`. -/
def fermionic (β : ℝ) (m : ℤ) : ℝ := (2 * m + 1) * Real.pi / β

/-- Bubble continued with `z` left inside the Fermi function:
`B(z) = (f(e₁) - f(e₂ - z))/(z + e₁ - e₂)`. -/
def premature (β e₁ e₂ : ℝ) (z : ℂ) : ℂ :=
  ((occ β e₁ : ℂ) - fermi β (e₂ - z)) / (z + e₁ - e₂)

/-- Bubble continued with real occupations: `R(z) = (f(e₁) - f(e₂))/(z + e₁ - e₂)`. -/
def continued (β e₁ e₂ : ℝ) (z : ℂ) : ℂ :=
  ((occ β e₁ : ℂ) - occ β e₂) / (z + e₁ - e₂)
```

## (a) F on the real axis

Show that F(e) = f(e) for real e, with nonzero denominator. The denominator exp(βe) + 1 is a positive real number, and the formulas coincide.

```lean
/-- At a real energy the denominator of the complex Fermi function is nonzero and its value is
the occupation. -/
theorem fermi_ofReal (β e : ℝ) :
    Complex.exp (β * e) + 1 ≠ 0 ∧ fermi β e = occ β e := by
  constructor
  · intro h
    have h1 : ((Real.exp (β * e) + 1 : ℝ) : ℂ) = 0 := by push_cast; exact h
    have h2 : (0 : ℝ) < Real.exp (β * e) + 1 := by positivity
    exact h2.ne' (Complex.ofReal_eq_zero.mp h1)
  · unfold fermi occ
    push_cast
    rfl
```

## (b) Invariance under a bosonic shift

Show that exp(β(w − iν_n)) = exp(βw). Since βν_n = 2πn,

exp(βw − 2πin) = exp(βw)/exp(2πin) = exp(βw).

The last step is `Complex.exp_int_mul_two_pi_mul_I`.

```lean
/-- The factor `exp(βw)` is unchanged by the shift `w ↦ w - iν_n`. -/
theorem boltzmann_shift {β : ℝ} (hβ : 0 < β) (w : ℂ) (n : ℤ) :
    Complex.exp (β * (w - I * bosonic β n)) = Complex.exp (β * w) := by
  have hβc : (β : ℂ) ≠ 0 := by exact_mod_cast hβ.ne'
  have h : (β : ℂ) * (w - I * bosonic β n) = β * w - n * (2 * Real.pi * I) := by
    simp only [bosonic]
    push_cast
    field_simp
  rw [h, Complex.exp_sub, Complex.exp_int_mul_two_pi_mul_I, div_one]
```

## (c) Agreement at every iν_n

For n ≠ 0 or e₁ ≠ e₂, show that both denominators are nonzero at iν_n and B(iν_n) = R(iν_n). The energy denominator has real part e₁ − e₂ and imaginary part ν_n, so it vanishes only if e₁ = e₂ and n = 0; `hre` and `him` extract these parts. By (b) and (a), F(e₂ − iν_n) = f(e₂) with nonzero denominator, so the numerators coincide.

```lean
/-- At `z = iν_n`, with `n ≠ 0` or `e₁ ≠ e₂`, the energy denominator and the Fermi denominator
are nonzero and `B(z) = R(z)`. -/
theorem agree_at_bosonic {β e₁ e₂ : ℝ} (hβ : 0 < β) (n : ℤ) (hn : n ≠ 0 ∨ e₁ ≠ e₂) :
    I * bosonic β n + e₁ - e₂ ≠ 0 ∧ Complex.exp (β * (e₂ - I * bosonic β n)) + 1 ≠ 0 ∧
      premature β e₁ e₂ (I * bosonic β n) = continued β e₁ e₂ (I * bosonic β n) := by
  refine ⟨fun h => ?_, ?_, ?_⟩
  · have hre : e₁ - e₂ = 0 := by simpa using congrArg Complex.re h
    have him : bosonic β n = 0 := by simpa using congrArg Complex.im h
    rcases hn with hn | hn
    · have hnr : (n : ℝ) ≠ 0 := by exact_mod_cast hn
      exact div_ne_zero (mul_ne_zero (mul_ne_zero two_ne_zero Real.pi_ne_zero) hnr) hβ.ne' him
    · exact hn (sub_eq_zero.mp hre)
  · rw [boltzmann_shift hβ]
    exact (fermi_ofReal β e₂).1
  · have h : fermi β (e₂ - I * bosonic β n) = occ β e₂ := by
      rw [← (fermi_ofReal β e₂).2]
      unfold fermi
      rw [boltzmann_shift hβ]
    simp only [premature, continued, h]
```

## (d) Slope of the occupation

Show that f′ = −βf(1 − f). The quotient rule (`fun_div`) and 1 − f = exp(βe)/(exp(βe) + 1) give

f′(e) = −β exp(βe)/(exp(βe) + 1)² = −βf(e)(1 − f(e)).

```lean
/-- The occupation has derivative `f'(e) = -β f(e) (1 - f(e))`. -/
theorem occ_hasDerivAt (β e : ℝ) :
    HasDerivAt (occ β) (-β * occ β e * (1 - occ β e)) e := by
  have h0 : HasDerivAt (fun x : ℝ => β * x) (β * 1) e := (hasDerivAt_id' e).const_mul β
  have hne : Real.exp (β * e) + 1 ≠ 0 := by positivity
  have h2 : HasDerivAt (occ β) _ e :=
    (hasDerivAt_const e (1 : ℝ)).fun_div (h0.exp.add_const 1) hne
  refine h2.congr_deriv ?_
  simp only [occ]
  field_simp
  ring
```

## (e) B stays finite at e₂ − e₁

Show that B(z) → f′(e₁) as z → z₀ = e₂ − e₁. Put G(z) = F(e₂ − z), so G(z₀) = f(e₁) by (a). The computation in (d) holds for F, so F′(e₁) = f′(e₁) (`hf`), and the chain rule gives G′(z₀) = −f′(e₁) (`hG`). Then

B(z) = −(G(z) − G(z₀))/(z − z₀) → f′(e₁).

The proof turns on `hasDerivAt_iff_tendsto_slope`: a function g has derivative c at z₀ exactly when its difference quotient (g(z) − g(z₀))/(z − z₀) tends to c along `𝓝[≠] z₀`, the neighbourhoods of z₀ with z₀ removed. The lemma converts an indeterminate 0/0 limit into a derivative that the differentiation rules supply, and `slope_def_field` unfolds the quotient. It is negated here and inverted in (h). Removing z₀ matters because Lean's division by zero returns 0, so the values of B and R at z₀ itself mean nothing physical.

```lean
/-- `B(z)` tends to `f'(e₁)` as `z → e₂ - e₁`. -/
theorem premature_tendsto_deriv (β e₁ e₂ : ℝ) :
    Tendsto (premature β e₁ e₂) (𝓝[≠] ((e₂ : ℂ) - e₁)) (𝓝 ((deriv (occ β) e₁ : ℝ) : ℂ)) := by
  obtain ⟨hne, hval⟩ := fermi_ofReal β e₁
  have h0 : HasDerivAt (fun w : ℂ => (β : ℂ) * w) (β * 1) e₁ :=
    (hasDerivAt_id' (e₁ : ℂ)).const_mul _
  have h2 : HasDerivAt (fermi β) _ (e₁ : ℂ) :=
    (hasDerivAt_const (e₁ : ℂ) (1 : ℂ)).fun_div (h0.cexp.add_const 1) hne
  -- the complex derivative at the real point is f'(e₁)
  have hf : HasDerivAt (fermi β) ((deriv (occ β) e₁ : ℝ) : ℂ) ((e₂ : ℂ) - (e₂ - e₁)) := by
    rw [sub_sub_cancel, (occ_hasDerivAt β e₁).deriv]
    refine h2.congr_deriv ?_
    push_cast
    rw [← hval]
    simp only [fermi]
    field_simp
    ring
  have hin : HasDerivAt (fun z : ℂ => (e₂ : ℂ) - z) (-1) ((e₂ : ℂ) - e₁) :=
    (hasDerivAt_id' _).const_sub _
  have hG : HasDerivAt (fermi β ∘ fun z : ℂ => (e₂ : ℂ) - z)
      (((deriv (occ β) e₁ : ℝ) : ℂ) * -1) ((e₂ : ℂ) - e₁) := HasDerivAt.comp _ hf hin
  -- B is minus the difference quotient of z ↦ f(e₂ - z)
  have hs := (hasDerivAt_iff_tendsto_slope.mp hG).neg
  rw [mul_neg_one, neg_neg] at hs
  refine hs.congr fun z => ?_
  simp only [slope_def_field, Function.comp_apply, premature, sub_sub_cancel, hval]
  rw [show z + (e₁ : ℂ) - e₂ = z - (e₂ - e₁) by ring]
  ring
```

## (f) Divergence from a nonzero residue-type limit

Show that (z − z₀)g(z) → c ≠ 0 implies |g(z)| → ∞ at z₀, for any complex function g. For z ≠ z₀,

|g(z)| = |(z − z₀)g(z)| · 1/|z − z₀|,

a factor tending to |c| > 0 times one tending to infinity (`Tendsto.pos_mul_atTop`).

```lean
/-- If `(z - z₀) g(z)` tends to a nonzero limit at `z₀`, then `|g(z)| → ∞` as `z → z₀`. -/
theorem norm_tendsto_atTop_of_residue {g : ℂ → ℂ} {z₀ c : ℂ} (hc : c ≠ 0)
    (h : Tendsto (fun z => (z - z₀) * g z) (𝓝[≠] z₀) (𝓝 c)) :
    Tendsto (fun z => ‖g z‖) (𝓝[≠] z₀) atTop := by
  have hcont : Continuous (fun z : ℂ => ‖z - z₀‖) := by fun_prop
  have h0 : Tendsto (fun z : ℂ => ‖z - z₀‖) (𝓝[≠] z₀) (𝓝[>] 0) := by
    refine tendsto_nhdsWithin_iff.mpr ⟨?_, ?_⟩
    · have h1 : Tendsto (fun z : ℂ => ‖z - z₀‖) (𝓝[≠] z₀) (𝓝 ‖z₀ - z₀‖) :=
        (hcont.tendsto z₀).mono_left nhdsWithin_le_nhds
      rwa [sub_self, norm_zero] at h1
    · filter_upwards [self_mem_nhdsWithin] with z hz
      exact norm_pos_iff.mpr (sub_ne_zero.mpr hz)
  have h2 := Tendsto.pos_mul_atTop (norm_pos_iff.mpr hc) h.norm
    (tendsto_inv_nhdsGT_zero.comp h0)
  refine h2.congr' ?_
  filter_upwards [self_mem_nhdsWithin] with z hz
  have hz' : ‖z - z₀‖ ≠ 0 := norm_ne_zero_iff.mpr (sub_ne_zero.mpr hz)
  simp only [Function.comp_apply, norm_mul]
  field_simp
```

## (g) The pole of R

For e₁ ≠ e₂, two nondegenerate levels, find the limit of (z − (e₂ − e₁))R(z) at e₂ − e₁. Away from that point the product is the constant f(e₁) − f(e₂). It is nonzero, because f(e₁) = f(e₂) forces exp(βe₁) = exp(βe₂), hence e₁ = e₂.

```lean
/-- For `e₁ ≠ e₂`, `(z - (e₂ - e₁)) R(z)` tends to the nonzero number `f(e₁) - f(e₂)` as
`z → e₂ - e₁`. -/
theorem continued_residue {β e₁ e₂ : ℝ} (hβ : 0 < β) (hne : e₁ ≠ e₂) :
    (occ β e₁ : ℂ) - occ β e₂ ≠ 0 ∧
      Tendsto (fun z => (z - ((e₂ : ℂ) - e₁)) * continued β e₁ e₂ z) (𝓝[≠] ((e₂ : ℂ) - e₁))
        (𝓝 ((occ β e₁ : ℂ) - occ β e₂)) := by
  have hocc : occ β e₁ ≠ occ β e₂ := by
    intro h
    simp only [occ, one_div, inv_inj, add_left_inj, Real.exp_eq_exp] at h
    exact hne (mul_left_cancel₀ hβ.ne' h)
  refine ⟨sub_ne_zero.mpr (by exact_mod_cast hocc), tendsto_const_nhds.congr' ?_⟩
  filter_upwards [self_mem_nhdsWithin] with z hz
  have hz0 : z ≠ (e₂ : ℂ) - e₁ := hz
  have hz' : z + e₁ - e₂ ≠ 0 := fun h => hz0 (by linear_combination h)
  unfold continued
  rw [show z - ((e₂ : ℂ) - e₁) = z + e₁ - e₂ by ring]
  field_simp
```

## (h) The poles of B

With z₀ = e₂ + iω_m, show that (z − z₀)B(z) → −1/(β(e₁ + iω_m)). The number e₁ + iω_m is nonzero because 2m + 1 is odd. Put D(z) = exp(β(e₂ − z)) + 1. At z₀ the exponent is −(2m + 1)πi, so the exponential equals −1 (`hexp`), D(z₀) = 0 and D′(z₀) = (−β)(−1) = β (`hg`). The inverted difference quotient (z − z₀)/D(z) tends to 1/β (`hs`), and

(z − z₀)B(z) = ((z − z₀)f(e₁) − (z − z₀)/D(z))/(z + e₁ − e₂) → (0 − 1/β)/(e₁ + iω_m).

```lean
/-- With `z₀ = e₂ + iω_m`, the number `e₁ + iω_m` is nonzero and `(z - z₀) B(z)` tends to
`-1/(β (e₁ + iω_m))` as `z → z₀`. -/
theorem premature_residue {β : ℝ} (hβ : 0 < β) (e₁ e₂ : ℝ) (m : ℤ) :
    e₁ + I * fermionic β m ≠ 0 ∧
      Tendsto (fun z => (z - (e₂ + I * fermionic β m)) * premature β e₁ e₂ z)
        (𝓝[≠] (e₂ + I * fermionic β m)) (𝓝 (-(β : ℂ)⁻¹ / (e₁ + I * fermionic β m))) := by
  have hβc : (β : ℂ) ≠ 0 := by exact_mod_cast hβ.ne'
  have hd : (e₁ : ℂ) + I * fermionic β m ≠ 0 := by
    intro h
    have him : fermionic β m = 0 := by simpa using congrArg Complex.im h
    have hm : (2 * m + 1 : ℤ) ≠ 0 := by omega
    have hm' : (2 * (m : ℝ) + 1) ≠ 0 := by exact_mod_cast hm
    exact div_ne_zero (mul_ne_zero hm' Real.pi_ne_zero) hβ.ne' him
  refine ⟨hd, ?_⟩
  obtain ⟨z₀, hz₀⟩ : ∃ z₀ : ℂ, z₀ = e₂ + I * fermionic β m := ⟨_, rfl⟩
  rw [← hz₀]
  have hden : z₀ + e₁ - e₂ = e₁ + I * fermionic β m := by rw [hz₀]; ring
  -- the Fermi denominator has a simple zero of slope β at z₀
  have hexp : Complex.exp (β * (e₂ - z₀)) = -1 := by
    have h : (β : ℂ) * (e₂ - z₀) = ((-(m + 1) : ℤ) : ℂ) * (2 * Real.pi * I) + Real.pi * I := by
      simp only [hz₀, fermionic]
      push_cast
      field_simp
      ring
    rw [h, Complex.exp_add, Complex.exp_int_mul_two_pi_mul_I, Complex.exp_pi_mul_I, one_mul]
  have hin : HasDerivAt (fun z : ℂ => (β : ℂ) * (e₂ - z)) (β * -1) z₀ :=
    ((hasDerivAt_id' z₀).const_sub _).const_mul _
  have hg : HasDerivAt (fun z : ℂ => Complex.exp (β * (e₂ - z)) + 1) β z₀ :=
    (hin.cexp.add_const 1).congr_deriv (by simp only [hexp]; ring)
  have hs := (hasDerivAt_iff_tendsto_slope.mp hg).inv₀ hβc
  have hc1 : Continuous (fun z : ℂ => (z - z₀) * (occ β e₁ : ℂ)) := by fun_prop
  have hc2 : Continuous (fun z : ℂ => z + e₁ - e₂) := by fun_prop
  have h1 : Tendsto (fun z : ℂ => (z - z₀) * (occ β e₁ : ℂ)) (𝓝[≠] z₀)
      (𝓝 ((z₀ - z₀) * occ β e₁)) := (hc1.tendsto z₀).mono_left nhdsWithin_le_nhds
  have h2 : Tendsto (fun z : ℂ => z + e₁ - e₂) (𝓝[≠] z₀) (𝓝 (z₀ + e₁ - e₂)) :=
    (hc2.tendsto z₀).mono_left nhdsWithin_le_nhds
  have h3 := (h1.sub hs).div h2 (by rw [hden]; exact hd)
  have hv : ((z₀ - z₀) * (occ β e₁ : ℂ) - (β : ℂ)⁻¹) / (z₀ + e₁ - e₂)
      = -(β : ℂ)⁻¹ / (e₁ + I * fermionic β m) := by rw [hden]; ring
  rw [← hv]
  refine h3.congr fun z => ?_
  simp only [Pi.div_apply, slope_def_field, premature, fermi, hexp, inv_div, neg_add_cancel,
    sub_zero]
  ring
```

## (i) Same Matsubara values, different poles

For β > 0 and e₁ ≠ e₂, show that B = R with nonzero energy denominator at every iν_n, including n = 0; that |R| → ∞ and B → f′(e₁) at e₂ − e₁; and that R is analytic (`AnalyticAt ℂ`) while |B| → ∞ at every e₂ + iω_m, where m = 0 gives e₂ + iπ/β. The first claim is (c), the second is (f) applied to (g) together with (e), and the divergence of B is (f) applied to (h). R is a constant over z + e₁ − e₂, which equals e₁ + iω_m ≠ 0 there, so it is analytic.

Two functions with different poles thus share all bosonic Matsubara values. The theorem concerns one pair of sharp levels, without broadening or interaction, and it does not single out R among continuations by a condition at large |z|.

```lean
/-- For `e₁ ≠ e₂`, `B = R` with nonzero energy denominator at every `iν_n`. At `e₂ - e₁`,
`|R| → ∞` while `B → f'(e₁)`; at every `e₂ + iω_m`, `R` is analytic while `|B| → ∞`. -/
theorem premature_continuation_fails {β e₁ e₂ : ℝ} (hβ : 0 < β) (hne : e₁ ≠ e₂) :
    (∀ n : ℤ, I * bosonic β n + e₁ - e₂ ≠ 0 ∧
      premature β e₁ e₂ (I * bosonic β n) = continued β e₁ e₂ (I * bosonic β n)) ∧
    Tendsto (fun z => ‖continued β e₁ e₂ z‖) (𝓝[≠] ((e₂ : ℂ) - e₁)) atTop ∧
    Tendsto (premature β e₁ e₂) (𝓝[≠] ((e₂ : ℂ) - e₁)) (𝓝 ((deriv (occ β) e₁ : ℝ) : ℂ)) ∧
    ∀ m : ℤ, AnalyticAt ℂ (continued β e₁ e₂) (e₂ + I * fermionic β m) ∧
      Tendsto (fun z => ‖premature β e₁ e₂ z‖) (𝓝[≠] (e₂ + I * fermionic β m)) atTop := by
  have hβc : (β : ℂ) ≠ 0 := by exact_mod_cast hβ.ne'
  obtain ⟨hc, hR⟩ := continued_residue hβ hne
  refine ⟨fun n => ?_, norm_tendsto_atTop_of_residue hc hR,
    premature_tendsto_deriv β e₁ e₂, fun m => ?_⟩
  · have h := agree_at_bosonic hβ n (Or.inr hne)
    exact ⟨h.1, h.2.2⟩
  · obtain ⟨hd, hB⟩ := premature_residue hβ e₁ e₂ m
    refine ⟨?_, norm_tendsto_atTop_of_residue
      (div_ne_zero (neg_ne_zero.mpr (inv_ne_zero hβc)) hd) hB⟩
    have hnum : AnalyticAt ℂ (fun _ : ℂ => (occ β e₁ : ℂ) - occ β e₂)
        (e₂ + I * fermionic β m) := analyticAt_const
    have hden : AnalyticAt ℂ (fun z : ℂ => z + e₁ - e₂) (e₂ + I * fermionic β m) := by
      fun_prop
    have h0 : (e₂ : ℂ) + I * fermionic β m + e₁ - e₂ ≠ 0 :=
      fun h => hd (by linear_combination h)
    exact hnum.div hden h0

end

end PrematureContinuation
```
```lean
#print axioms PrematureContinuation.fermi_ofReal
#print axioms PrematureContinuation.premature_continuation_fails
```

```
'PrematureContinuation.fermi_ofReal' depends on axioms: [propext, Classical.choice, Quot.sound]
'PrematureContinuation.premature_continuation_fails' depends on axioms: [propext, Classical.choice, Quot.sound]
```
